# Schur's lemma: a complex matrix commuting with every matrix of an irreducible representation is a multiple of the identity

The theorem `schur` takes a group `G`, finite or not, represented irreducibly by complex matrices of finite, non-zero dimension, and a matrix `A` that commutes with all of them; it states that `A` is a complex number `c` times the identity. In physics, if a Hamiltonian on a finite-dimensional space commutes with symmetry operations that act irreducibly there, all its levels on that space coincide. The theorem itself requires neither that `A` be Hermitian nor that the representation be unitary. The proof picks an eigenvalue `c` of `A` and shows that the kernel of `A - c • 1` is invariant under the group and contains a non-zero vector. By irreducibility that kernel is the whole space, and the proof ends by checking entry by entry that `A - c • 1` is zero.

In Lean, a first try:

```lean
import Mathlib

open Matrix

namespace Schur

noncomputable section

variable {G n : Type*} [Group G] [Fintype n] [DecidableEq n]

/-- A matrix representation is irreducible if its dimension is not zero and the only
invariant subspaces are zero and the whole space. -/
def IsIrreducible (D : G →* Matrix n n ℂ) : Prop :=
  Nonempty n ∧ ∀ W : Submodule ℂ (n → ℂ),
    (∀ g, ∀ v ∈ W, D g *ᵥ v ∈ W) → W = ⊥ ∨ W = ⊤

/-- Schur's lemma: a matrix commuting with an irreducible representation is a multiple of
the identity. -/
theorem schur {D : G →* Matrix n n ℂ} (hD : IsIrreducible D) (A : Matrix n n ℂ)
    (hA : ∀ g, A * D g = D g * A) : ∃ c : ℂ, A = c • (1 : Matrix n n ℂ) := by
  haveI := hD.1
  obtain ⟨c, hc⟩ := Module.End.exists_eigenvalue (Matrix.toLin' A)
  obtain ⟨v, hv⟩ := hc.exists_hasEigenvector
  have hAv : A *ᵥ v = c • v := by simpa using hv.apply_eq_smul
  refine ⟨c, sub_eq_zero.1 ?_⟩
  have hB : ∀ g, (A - c • 1) * D g = D g * (A - c • 1) := fun g => by
    rw [sub_mul, mul_sub, hA, smul_mul_assoc, mul_smul_comm, one_mul, mul_one]
  -- the eigenspace is invariant and not zero, hence everything
  rcases hD.2 (LinearMap.ker (Matrix.mulVecLin (A - c • 1))) (fun g w hw => by
    rw [LinearMap.mem_ker, Matrix.mulVecLin_apply] at hw ⊢
    rw [Matrix.mulVec_mulVec, hB, ← Matrix.mulVec_mulVec, hw, Matrix.mulVec_zero]) with h | h
  · have hm : v ∈ LinearMap.ker (Matrix.mulVecLin (A - c • 1)) := by
      rw [LinearMap.mem_ker, Matrix.mulVecLin_apply, Matrix.sub_mulVec, hAv,
        Matrix.smul_mulVec, Matrix.one_mulVec, sub_self]
    rw [h, Submodule.mem_bot] at hm
    exact absurd hm hv.2
  · have h0 := LinearMap.ker_eq_top.1 h
    ext i j
    have := congrFun (LinearMap.congr_fun h0 (Pi.single j 1)) i
    simpa using this

end

end Schur
```

Messages:

```
Main.lean:21:2: warning: Try this: 
  haveI̵

The goal is a proposition, so `have` is preferred over `haveI`.
The difference between `have` and `haveI` is that `haveI` inlines the value.
But this is not relevant for proofs because of proof irrelevance.

Note: This linter can be disabled with `set_option linter.style.haveILetI false`
Main.lean:40:4: error: Type mismatch: After simplification, term
  this
 has type
  A i j - c * Pi.single j 1 i = 0
but is expected to have type
  A i j - c * 1 i j = 0
```

Cause. The error is in the last step, where `A - c • 1` is applied to the basis vector `Pi.single j 1` and the `i`-th component is read off. After simplification the hypothesis contains `Pi.single j 1 i`, while the goal contains `1 i j`, an entry of the identity matrix. Both are the Kronecker delta, 1 if `i = j` and 0 otherwise, but `simpa` left them in these two different forms and could not match them.

The repair gives `simpa` the lemmas `Matrix.one_apply` and `Pi.single_apply`. The first rewrites the matrix entry, the second the vector component, each as `if i = j then 1 else 0`, so that hypothesis and goal agree.

The warning is a matter of style: the linter prefers `have` to `haveI` when the goal is a proposition, since inlining the value makes no difference in a proof. Changing `haveI` to `have` is mere tidying and plays no part in curing the error.

The repair, with which the file compiles:

```diff
@@ -19,5 +19,5 @@
 theorem schur {D : G →* Matrix n n ℂ} (hD : IsIrreducible D) (A : Matrix n n ℂ)
     (hA : ∀ g, A * D g = D g * A) : ∃ c : ℂ, A = c • (1 : Matrix n n ℂ) := by
-  haveI := hD.1
+  have := hD.1
   obtain ⟨c, hc⟩ := Module.End.exists_eigenvalue (Matrix.toLin' A)
   obtain ⟨v, hv⟩ := hc.exists_hasEigenvector
@@ -38,5 +38,5 @@
     ext i j
     have := congrFun (LinearMap.congr_fun h0 (Pi.single j 1)) i
-    simpa using this
+    simpa [Matrix.one_apply, Pi.single_apply] using this
 
 end
```
